# The weight that cancels the FLL and AMF Hubbard corrections

## Definitions and conventions

A shell has d spin-orbitals, called orbitals below, with real occupations x_i. In Lean the orbitals are a finite type `ι`, d is `Fintype.card ι`, the occupations are `x : ι → ℝ`, and `[Nonempty ι]` means d ≥ 1. Define

v = (Σ x_i)/d
S = Σ (x_i − v)²
F = Σ x_i(1 − x_i)
FLL = (U/2) F
AMF = −(U/2) S
a = S/D, with D = d v(1 − v)

FLL and AMF are the fully-localized-limit and around-mean-field corrections of DFT+U in a simplified one-parameter form, with a single real U of either sign, no exchange parameter J and one mean v over all orbitals in `ι`; in this form, for v ≠ 0 and v ≠ 1, the weighted sum a·FLL + (1 − a)·AMF of the two energy corrections is zero for the given occupations. The file takes both expressions as definitions. Their origin, which no theorem below checks, is the pair energy (U/2) Σ_{i≠j} x_i x_j = (U/2)(N² − Σ x_i²) with N = dv: subtracting (U/2)N(N − 1) leaves FLL, and subtracting (U/2)d(d − 1)v² leaves AMF. Potentials, self-consistency and the exact correlation energy are not treated.

```lean
import Mathlib

open Matrix

namespace HubbardDoubleCountingInterpolation

noncomputable section

variable {ι : Type*} [Fintype ι]

/-- Mean occupation `v` of the shell: the sum of the occupations over the number of orbitals. -/
def meanOcc (x : ι → ℝ) : ℝ := (∑ i, x i) / (Fintype.card ι : ℝ)

/-- Summed squared deviation of the occupations from their mean. -/
def spread (x : ι → ℝ) : ℝ := ∑ i, (x i - meanOcc x) ^ 2

/-- The sum of `x_i (1 - x_i)` over the orbitals of the shell. -/
def fractionality (x : ι → ℝ) : ℝ := ∑ i, x i * (1 - x i)

/-- Fully-localized-limit (FLL) Hubbard correction `(U/2) ∑ x_i (1 - x_i)`. -/
def fll (U : ℝ) (x : ι → ℝ) : ℝ := U / 2 * fractionality x

/-- Around-mean-field (AMF) Hubbard correction `-(U/2) ∑ (x_i - v)^2`. -/
def amf (U : ℝ) (x : ι → ℝ) : ℝ := -(U / 2 * spread x)

/-- Interpolation weight `a = ∑ (x_i - v)^2 / (d v (1 - v))`. -/
def weight (x : ι → ℝ) : ℝ :=
  spread x / ((Fintype.card ι : ℝ) * meanOcc x * (1 - meanOcc x))
```

## (a) The spread

Task: show S = Σ x_i² − d v² for any real occupations.

Solution: expand the square and use Σ x_i = dv.

S = Σ x_i² − 2v Σ x_i + d v² = Σ x_i² − 2d v² + d v² = Σ x_i² − d v²

In the proof, `hs` is Σ x_i = dv, `hexp` is the expansion, and `linear_combination` substitutes the first into the second.

```lean
/-- The spread equals the sum of squared occupations minus `d v^2`. -/
theorem spread_eq [Nonempty ι] (x : ι → ℝ) :
    spread x = ∑ i, x i ^ 2 - (Fintype.card ι : ℝ) * meanOcc x ^ 2 := by
  have hd : (Fintype.card ι : ℝ) ≠ 0 := Nat.cast_ne_zero.mpr Fintype.card_ne_zero
  have hs : ∑ i, x i = (Fintype.card ι : ℝ) * meanOcc x := by
    unfold meanOcc
    field_simp
  have h : ∀ i, (x i - meanOcc x) ^ 2 = x i ^ 2 - 2 * meanOcc x * x i + meanOcc x ^ 2 :=
    fun i => by ring
  have hexp : spread x = ∑ i, x i ^ 2 - 2 * meanOcc x * ∑ i, x i
      + (Fintype.card ι : ℝ) * meanOcc x ^ 2 := by
    unfold spread
    simp only [h, Finset.sum_add_distrib, Finset.sum_sub_distrib, ← Finset.mul_sum,
      Finset.sum_const, Finset.card_univ, nsmul_eq_mul]
  linear_combination hexp - 2 * meanOcc x * hs
```

## (b) The complementary weight

Task: for v ≠ 0 and v ≠ 1, show 1 − a = F/D.

Solution: by (a),

F = Σ x_i − Σ x_i² = dv − (S + d v²) = D − S.

Since D ≠ 0, dividing gives F/D = 1 − S/D = 1 − a. The step `key` is F = D − S, and `hD` supplies D ≠ 0 for the division.

```lean
/-- For mean occupation different from 0 and 1, the complementary weight is
`1 - a = ∑ x_i (1 - x_i) / (d v (1 - v))`. -/
theorem one_sub_weight [Nonempty ι] (x : ι → ℝ) (h0 : meanOcc x ≠ 0) (h1 : meanOcc x ≠ 1) :
    1 - weight x
      = fractionality x / ((Fintype.card ι : ℝ) * meanOcc x * (1 - meanOcc x)) := by
  have hd : (Fintype.card ι : ℝ) ≠ 0 := Nat.cast_ne_zero.mpr Fintype.card_ne_zero
  have hD : (Fintype.card ι : ℝ) * meanOcc x * (1 - meanOcc x) ≠ 0 :=
    mul_ne_zero (mul_ne_zero hd h0) (sub_ne_zero.mpr h1.symm)
  have hs : ∑ i, x i = (Fintype.card ι : ℝ) * meanOcc x := by
    unfold meanOcc
    field_simp
  have hF : fractionality x = ∑ i, x i - ∑ i, x i ^ 2 := by
    rw [fractionality, ← Finset.sum_sub_distrib]
    exact Finset.sum_congr rfl fun i _ => by ring
  -- eliminate the two sums in favour of the mean and the spread
  have key : fractionality x
      = (Fintype.card ι : ℝ) * meanOcc x * (1 - meanOcc x) - spread x := by
    linear_combination hF + hs + spread_eq x
  rw [key, weight, sub_div, div_self hD]
```

## (c) The mixture vanishes

Task: for v ≠ 0, 1 and any real U, show a·FLL + (1 − a)·AMF = 0. No bound on the x_i is assumed.

Solution: insert a = S/D and the result of (b).

a·FLL + (1 − a)·AMF = (U/2)(S F − F S)/D = 0

The rewrite inserts these forms and `ring` cancels the two products.

```lean
/-- For mean occupation different from 0 and 1, `a` times the FLL correction plus `1 - a`
times the AMF correction vanishes. -/
theorem mixture_eq_zero [Nonempty ι] (U : ℝ) (x : ι → ℝ)
    (h0 : meanOcc x ≠ 0) (h1 : meanOcc x ≠ 1) :
    weight x * fll U x + (1 - weight x) * amf U x = 0 := by
  rw [one_sub_weight x h0 h1, weight, fll, amf]
  ring
```

## (d) The interpolation theorem

Task: let 0 ≤ x_i ≤ 1 for all i (`hx`) and 0 < v < 1 (`h0`, `h1`). Show that a ∈ [0,1], that a = 1 exactly when every x_i is 0 or 1, and that the mixture vanishes.

Solution: D > 0. S is a sum of squares, so a = S/D ≥ 0. Each x_i(1 − x_i) is a product of two nonnegative numbers, so F ≥ 0, and (b) gives 1 − a = F/D ≥ 0. Further,

a = 1 ⇔ F = 0 ⇔ x_i(1 − x_i) = 0 for all i ⇔ x_i ∈ {0, 1} for all i,

where the middle step holds because the terms are nonnegative. The third claim is (c). In Lean, `hterm` gives the sign of each term, `hge` and `hle` the two bounds, `hiff` the first equivalence and `Finset.sum_eq_zero_iff_of_nonneg` the second.

Without `hx` the upper bound fails: x = (2, −1) has v = 1/2, S = 9/2, D = 1/2 and a = 9. For a full shell, v = 1 and D = 0, Lean's division returns a = 0 although every occupation is 1, so the equivalence needs `h1`; the empty shell shows the same for `h0`.

```lean
/-- For occupations in `[0,1]` with mean in `(0,1)`, the weight `a` lies in `[0,1]`, equals 1
exactly when every occupation is 0 or 1, and `a` FLL `+ (1 - a)` AMF is zero. -/
theorem weight_interpolation [Nonempty ι] (U : ℝ) (x : ι → ℝ)
    (hx : ∀ i, x i ∈ Set.Icc (0 : ℝ) 1) (h0 : 0 < meanOcc x) (h1 : meanOcc x < 1) :
    weight x ∈ Set.Icc (0 : ℝ) 1 ∧ (weight x = 1 ↔ ∀ i, x i = 0 ∨ x i = 1) ∧
      weight x * fll U x + (1 - weight x) * amf U x = 0 := by
  have hd : (0 : ℝ) < (Fintype.card ι : ℝ) := Nat.cast_pos.mpr Fintype.card_pos
  have hD : 0 < (Fintype.card ι : ℝ) * meanOcc x * (1 - meanOcc x) :=
    mul_pos (mul_pos hd h0) (sub_pos.mpr h1)
  -- each orbital contributes a nonnegative amount x (1 - x)
  have hterm : ∀ i ∈ (Finset.univ : Finset ι), 0 ≤ x i * (1 - x i) :=
    fun i _ => mul_nonneg (hx i).1 (sub_nonneg.mpr (hx i).2)
  have hF : 0 ≤ fractionality x := Finset.sum_nonneg hterm
  have hS : 0 ≤ spread x := Finset.sum_nonneg fun i _ => sq_nonneg _
  have hw := one_sub_weight x h0.ne' h1.ne
  have hq := div_nonneg hF hD.le
  have hge : 0 ≤ weight x := div_nonneg hS hD.le
  have hle : weight x ≤ 1 := by linarith
  refine ⟨⟨hge, hle⟩, ?_, mixture_eq_zero U x h0.ne' h1.ne⟩
  have hiff : weight x = 1 ↔ fractionality x = 0 := by
    constructor
    · intro h
      rw [h, sub_self] at hw
      exact (div_eq_zero_iff.mp hw.symm).resolve_right hD.ne'
    · intro h
      rw [h, zero_div] at hw
      linarith
  -- a sum of nonnegative terms vanishes only term by term
  rw [hiff, fractionality, Finset.sum_eq_zero_iff_of_nonneg hterm]
  constructor
  · intro h i
    rcases mul_eq_zero.mp (h i (Finset.mem_univ i)) with h' | h'
    · exact Or.inl h'
    · exact Or.inr (by linarith)
  · intro h i _
    rcases h i with h' | h' <;> simp [h']
```

## (e) The other endpoint

Task: for v ≠ 0, 1, show that a = 0 exactly when x_i = v for all i.

Solution: D ≠ 0, so a = 0 ⇔ S = 0, and a sum of squares vanishes exactly when each x_i − v does. The rewrite chain removes the denominator with `div_eq_zero_iff` and `hD`, then reduces the sum to its terms.

```lean
/-- For mean occupation different from 0 and 1, the weight vanishes exactly when every
occupation equals the mean. -/
theorem weight_eq_zero_iff [Nonempty ι] (x : ι → ℝ)
    (h0 : meanOcc x ≠ 0) (h1 : meanOcc x ≠ 1) :
    weight x = 0 ↔ ∀ i, x i = meanOcc x := by
  have hd : (Fintype.card ι : ℝ) ≠ 0 := Nat.cast_ne_zero.mpr Fintype.card_ne_zero
  have hD : ¬ ((Fintype.card ι : ℝ) * meanOcc x * (1 - meanOcc x) = 0) :=
    mul_ne_zero (mul_ne_zero hd h0) (sub_ne_zero.mpr h1.symm)
  have hterm : ∀ i ∈ (Finset.univ : Finset ι), 0 ≤ (x i - meanOcc x) ^ 2 :=
    fun i _ => sq_nonneg _
  rw [weight, div_eq_zero_iff, or_iff_left hD, spread, Finset.sum_eq_zero_iff_of_nonneg hterm]
  constructor
  · intro h i
    exact sub_eq_zero.mp
      ((pow_eq_zero_iff (two_ne_zero : (2 : ℕ) ≠ 0)).mp (h i (Finset.mem_univ i)))
  · intro h i _
    rw [h i, sub_self]
    norm_num
```

## (f) Uniqueness of the weight

Task: for U ≠ 0, v ≠ 0, 1 and any real b, show that b·FLL + (1 − b)·AMF = 0 if and only if b = a.

Solution: write F = (1 − a)D and S = aD.

b·FLL + (1 − b)·AMF = (U/2) D [b(1 − a) − (1 − b)a] = (U/2) D (b − a)

The prefactor is nonzero, so the mixture vanishes only at b = a; the converse is (c). The steps `hF` and `hS` are the two substitutions and `hlin` is the factored form. For U = 0 both corrections are zero and every b cancels them.

```lean
/-- For `U ≠ 0` and mean occupation different from 0 and 1, the mixture `b` FLL `+ (1 - b)` AMF
vanishes if and only if `b` equals the weight `a`. -/
theorem mixture_eq_zero_iff [Nonempty ι] (U b : ℝ) (x : ι → ℝ) (hU : U ≠ 0)
    (h0 : meanOcc x ≠ 0) (h1 : meanOcc x ≠ 1) :
    b * fll U x + (1 - b) * amf U x = 0 ↔ b = weight x := by
  constructor
  · intro hb
    have hd : (Fintype.card ι : ℝ) ≠ 0 := Nat.cast_ne_zero.mpr Fintype.card_ne_zero
    have hD : (Fintype.card ι : ℝ) * meanOcc x * (1 - meanOcc x) ≠ 0 :=
      mul_ne_zero (mul_ne_zero hd h0) (sub_ne_zero.mpr h1.symm)
    have hF := (eq_div_iff hD).mp (one_sub_weight x h0 h1)
    have hS := (eq_div_iff hD).mp
      (rfl : weight x = spread x / ((Fintype.card ι : ℝ) * meanOcc x * (1 - meanOcc x)))
    rw [fll, amf] at hb
    -- the mixture is linear in b with a nonzero slope
    have hlin : (U / 2 * ((Fintype.card ι : ℝ) * meanOcc x * (1 - meanOcc x)))
        * (b - weight x) = 0 := by
      linear_combination hb + b * (U / 2) * hF - (1 - b) * (U / 2) * hS
    exact sub_eq_zero.mp ((mul_eq_zero.mp hlin).resolve_left
      (mul_ne_zero (div_ne_zero hU two_ne_zero) hD))
  · intro hb
    rw [hb]
    exact mixture_eq_zero U x h0 h1
```

## (g) An example

Task: evaluate everything for x = (1, 1/2, 0).

Solution: all three occupations lie in [0,1], and

v = 1/2, S = 1/4 + 0 + 1/4 = 1/2, F = 1/4, D = 3/4,
a = 2/3, FLL = U/8, AMF = −U/4.

The shell meets the conditions of (d) with a strictly between the endpoints. The proof computes v, S and F as `hm`, `hs` and `hf`, and checks the bounds orbital by orbital with `fin_cases`.

```lean
/-- A three-orbital shell with occupations `1`, `1/2` and `0`. -/
def sampleShell : Fin 3 → ℝ := ![1, 1 / 2, 0]

/-- The shell `(1, 1/2, 0)` has occupations in `[0,1]`, mean `1/2`, weight `2/3`,
FLL correction `U/8` and AMF correction `-U/4`. -/
theorem weight_interpolation_witness (U : ℝ) :
    (∀ i, sampleShell i ∈ Set.Icc (0 : ℝ) 1) ∧ meanOcc sampleShell = 1 / 2 ∧
      weight sampleShell = 2 / 3 ∧ fll U sampleShell = U / 8 ∧
      amf U sampleShell = -(U / 4) := by
  have hm : meanOcc sampleShell = 1 / 2 := by
    norm_num [meanOcc, sampleShell, Fin.sum_univ_succ]
  have hs : spread sampleShell = 1 / 2 := by
    rw [spread, hm]
    norm_num [sampleShell, Fin.sum_univ_succ]
  have hf : fractionality sampleShell = 1 / 4 := by
    norm_num [fractionality, sampleShell, Fin.sum_univ_succ]
  refine ⟨?_, hm, ?_, ?_, ?_⟩
  · intro i
    fin_cases i <;> simp [sampleShell]
    all_goals norm_num
  · rw [weight, hs, hm]
    norm_num
  · rw [fll, hf]
    ring
  · rw [amf, hs]
    ring
```

## Definitions for occupation matrices

For a complex d × d matrix W and real f_i, write

n[f] = W diag(f) W†,

which is `densityMatrix W f`, with `star W` for W†. For any complex matrix n, define with real parts of traces

v = Re Tr n / d
S = Re Tr (n − v·1)²
F = Re Tr (n − n²)

and form FLL, AMF and a from these as before. Unitarity of W is written `W ∈ Matrix.unitaryGroup ι ℂ`.

```lean
variable [DecidableEq ι]

/-- The matrix `W diag(x) W†` built from occupations `x` and an orbital transformation `W`. -/
def densityMatrix (W : Matrix ι ι ℂ) (x : ι → ℝ) : Matrix ι ι ℂ :=
  W * diagonal (fun i => (x i : ℂ)) * star W

/-- Mean occupation `v = Re Tr n / d` of an occupation matrix. -/
def matMean (n : Matrix ι ι ℂ) : ℝ := (trace n).re / (Fintype.card ι : ℝ)

/-- The quantity `Re Tr ((n - v)^2)` for an occupation matrix. -/
def matSpread (n : Matrix ι ι ℂ) : ℝ :=
  (trace ((n - (matMean n : ℂ) • (1 : Matrix ι ι ℂ))
    * (n - (matMean n : ℂ) • (1 : Matrix ι ι ℂ)))).re

/-- The quantity `Re Tr (n - n^2)` for an occupation matrix. -/
def matFractionality (n : Matrix ι ι ℂ) : ℝ := (trace (n - n * n)).re

/-- FLL correction `(U/2) Re Tr (n - n^2)` of an occupation matrix. -/
def matFLL (U : ℝ) (n : Matrix ι ι ℂ) : ℝ := U / 2 * matFractionality n

/-- AMF correction `-(U/2) Re Tr ((n - v)^2)` of an occupation matrix. -/
def matAMF (U : ℝ) (n : Matrix ι ι ℂ) : ℝ := -(U / 2 * matSpread n)

/-- Interpolation weight `Re Tr ((n - v)^2) / (d v (1 - v))` of an occupation matrix. -/
def matWeight (n : Matrix ι ι ℂ) : ℝ :=
  matSpread n / ((Fintype.card ι : ℝ) * matMean n * (1 - matMean n))
```

## (h) Trace

Task: for unitary W, show Re Tr n[f] = Σ f_i.

Solution: by cyclicity and W†W = 1,

Tr (W diag(f) W†) = Tr (W†W diag(f)) = Σ f_i,

which is real. `Matrix.trace_mul_cycle` is the cyclic move.

```lean
/-- For unitary `W`, the real part of the trace of `W diag(f) W†` is the sum of the `f_i`. -/
theorem trace_densityMatrix {W : Matrix ι ι ℂ} (hW : W ∈ Matrix.unitaryGroup ι ℂ)
    (f : ι → ℝ) : (trace (densityMatrix W f)).re = ∑ i, f i := by
  have h : star W * W = 1 := mul_eq_one_comm.mp (Matrix.mem_unitaryGroup_iff.mp hW)
  rw [densityMatrix, Matrix.trace_mul_cycle, h, Matrix.one_mul, Matrix.trace_diagonal]
  simp [Complex.re_sum]
```

## (i) Product

Task: for unitary W, show n[f] n[g] = n[fg], with fg taken orbital by orbital.

Solution:

W diag(f) (W†W) diag(g) W† = W diag(f) diag(g) W† = W diag(fg) W†

The three `calc` steps regroup the product, cancel W†W and multiply the diagonal matrices.

```lean
/-- For unitary `W`, the product of `W diag(f) W†` and `W diag(g) W†` is `W diag(f g) W†`. -/
theorem densityMatrix_mul {W : Matrix ι ι ℂ} (hW : W ∈ Matrix.unitaryGroup ι ℂ)
    (f g : ι → ℝ) :
    densityMatrix W f * densityMatrix W g = densityMatrix W (fun i => f i * g i) := by
  have h : star W * W = 1 := mul_eq_one_comm.mp (Matrix.mem_unitaryGroup_iff.mp hW)
  calc densityMatrix W f * densityMatrix W g
      = W * diagonal (fun i => (f i : ℂ)) * (star W * W) * diagonal (fun i => (g i : ℂ))
          * star W := by
        simp only [densityMatrix, Matrix.mul_assoc]
    _ = W * (diagonal (fun i => (f i : ℂ)) * diagonal (fun i => (g i : ℂ))) * star W := by
        rw [h]
        simp only [Matrix.mul_one, Matrix.mul_assoc]
    _ = densityMatrix W (fun i => f i * g i) := by
        simp only [densityMatrix, Matrix.diagonal_mul_diagonal, Complex.ofReal_mul]
```

## (j) Invariants

Task: for unitary W and any real x, show that the trace-defined v, S and F of n[x] equal those of x.

Solution: (h) gives the mean. Linearity gives n[f] − n[g] = n[f − g] (`hsub`), and WW† = 1 gives c·1 = n[c] for a real constant c (`hconst`). With (i),

(n[x] − v·1)² = n[x − v]² = n[(x − v)²]
n[x] − n[x]² = n[x − x²]

and (h) turns the traces into Σ (x_i − v)² and Σ x_i(1 − x_i).

```lean
/-- For unitary `W`, the trace-defined mean, spread and fractionality of `W diag(x) W†` equal
the mean, spread and fractionality of the occupations `x`. -/
theorem densityMatrix_invariants {W : Matrix ι ι ℂ} (hW : W ∈ Matrix.unitaryGroup ι ℂ)
    (x : ι → ℝ) :
    matMean (densityMatrix W x) = meanOcc x ∧ matSpread (densityMatrix W x) = spread x ∧
      matFractionality (densityMatrix W x) = fractionality x := by
  have h : W * star W = 1 := Matrix.mem_unitaryGroup_iff.mp hW
  have hsub : ∀ f g : ι → ℝ,
      densityMatrix W f - densityMatrix W g = densityMatrix W (fun i => f i - g i) := by
    intro f g
    simp only [densityMatrix, Complex.ofReal_sub]
    rw [← Matrix.sub_mul, ← Matrix.mul_sub, Matrix.diagonal_sub]
  -- a multiple of the identity is unchanged by the rotation
  have hconst : ∀ c : ℝ,
      (c : ℂ) • (1 : Matrix ι ι ℂ) = densityMatrix W (fun _ => c) := by
    intro c
    have hc : diagonal (fun _ : ι => (c : ℂ)) = (c : ℂ) • (1 : Matrix ι ι ℂ) := by
      exact (Matrix.smul_one_eq_diagonal _).symm
    simp only [densityMatrix]
    rw [hc, Matrix.mul_smul, Matrix.mul_one, Matrix.smul_mul, h]
  have hm : matMean (densityMatrix W x) = meanOcc x := by
    rw [matMean, trace_densityMatrix hW, meanOcc]
  refine ⟨hm, ?_, ?_⟩
  · rw [matSpread, hm, hconst, hsub, densityMatrix_mul hW, trace_densityMatrix hW, spread]
    simp only [sq]
  · rw [matFractionality, densityMatrix_mul hW, hsub, trace_densityMatrix hW, fractionality]
    simp only [mul_sub, mul_one]
```

## (k) The interpolation theorem for matrices

Task: let n = W diag(x) W† with W unitary, x_i ∈ [0,1] and 0 < `matMean n` < 1. Show that `matWeight n` lies in [0,1], equals 1 exactly when n² = n, and cancels the mixture of `matFLL U n` and `matAMF U n`. The decomposition of n is the hypothesis `hn`; the theorem does not obtain it from hermiticity of n and bounds on its spectrum.

Solution: by (j), the weight and both corrections of n equal those of x (`hw`, `hfll`, `hamf`), so the range and the cancellation come from (d). If a = 1, then (d) makes every x_i 0 or 1, so x_i² = x_i (`hsq`), and (i) gives

n² = n[x²] = n[x] = n.

If n² = n, then F = Re Tr (n − n²) = 0 (`hz`), and (b) gives 1 − a = 0.

```lean
/-- For `n = W diag(x) W†` with `W` unitary, `x_i` in `[0,1]` and mean in `(0,1)`, the weight of
`n` lies in `[0,1]`, equals 1 exactly when `n^2 = n`, and `a` FLL `+ (1 - a)` AMF is zero. -/
theorem matWeight_interpolation [Nonempty ι] (U : ℝ) {W : Matrix ι ι ℂ}
    (hW : W ∈ Matrix.unitaryGroup ι ℂ) (x : ι → ℝ) (hx : ∀ i, x i ∈ Set.Icc (0 : ℝ) 1)
    (n : Matrix ι ι ℂ) (hn : n = densityMatrix W x)
    (h0 : 0 < matMean n) (h1 : matMean n < 1) :
    matWeight n ∈ Set.Icc (0 : ℝ) 1 ∧ (matWeight n = 1 ↔ n * n = n) ∧
      matWeight n * matFLL U n + (1 - matWeight n) * matAMF U n = 0 := by
  subst hn
  -- reduce every trace to a sum over the occupations
  obtain ⟨hm, hs, hf⟩ := densityMatrix_invariants hW x
  have hw : matWeight (densityMatrix W x) = weight x := by rw [matWeight, hm, hs, weight]
  have hfll : matFLL U (densityMatrix W x) = fll U x := by rw [matFLL, hf, fll]
  have hamf : matAMF U (densityMatrix W x) = amf U x := by rw [matAMF, hs, amf]
  rw [hm] at h0 h1
  obtain ⟨hrange, hone, hmix⟩ := weight_interpolation U x hx h0 h1
  rw [hw, hfll, hamf]
  refine ⟨hrange, ⟨fun h => ?_, fun h => ?_⟩, hmix⟩
  · have hb := hone.mp h
    have hsq : (fun i => x i * x i) = x := by
      funext i
      rcases hb i with h' | h' <;> simp [h']
    rw [densityMatrix_mul hW, hsq]
  · -- an idempotent matrix has Tr (n - n^2) = 0
    have hz : fractionality x = 0 := by
      rw [← hf, matFractionality, h]
      simp
    have hc := one_sub_weight x h0.ne' h1.ne
    rw [hz, zero_div] at hc
    linarith

end

end HubbardDoubleCountingInterpolation
```

```lean
#print axioms HubbardDoubleCountingInterpolation.weight_eq_zero_iff
#print axioms HubbardDoubleCountingInterpolation.mixture_eq_zero_iff
#print axioms HubbardDoubleCountingInterpolation.matWeight_interpolation
```

```
'HubbardDoubleCountingInterpolation.weight_eq_zero_iff' depends on axioms: [propext, Classical.choice, Quot.sound]
'HubbardDoubleCountingInterpolation.mixture_eq_zero_iff' depends on axioms: [propext, Classical.choice, Quot.sound]
'HubbardDoubleCountingInterpolation.matWeight_interpolation' depends on axioms: [propext, Classical.choice, Quot.sound]
```
